# The Schwarz bound for complex pair densities holds with conjugated diagonal integrals and can fail without them

## Does Schwarz screening survive complex orbitals?

Let a pair density be a complex coefficient vector $f$ over a finite set of real auxiliary functions, and let $J_{ij}$ be the real Coulomb integral between functions $i$ and $j$. I write the repulsion integral without conjugation,

$$(f|g)=\sum_{i,j} f_i J_{ij} g_j .$$

For real densities, $|(f|g)|^2\le (f|f)(g|g)$. For complex ones this seems to break: with $J$ the unit matrix, $u=(1,\mathrm i)$ and $v=(1,0)$, I get $(u|u)=0$ but $(u|v)=1$. Replacing $(u|u)$ by $(\bar u|u)=2$ appears to repair the bound. Can this be made rigorous, for a general metric, and machine-checked?

## Yes, with $(\bar f|f)$ on the diagonal

Keep your form $(f|g)$, let a bar denote the complex conjugate of each coefficient, and define the diagonal integral as $D(f)=\operatorname{Re}(\bar f|f)$. Assume that $J$ is symmetric and that $\sum_{i,j}x_iJ_{ij}x_j\ge 0$ for real $x$. Physically, the second condition says that the electrostatic self-energy of a real charge distribution is never negative. Then

$$|(f|g)|^2\le D(f)\,D(g)\quad\text{for all complex } f,g.$$

### A nonnegative quadratic gives the bound

Symmetry of $J$ gives $(f|g)=(g|f)$, and since $J$ is real, $(\bar f|\bar g)=\overline{(f|g)}$. Split $f=x+\mathrm i y$ into real vectors:

$$(\bar f|f)=(x|x)+(y|y)+\mathrm i\,[(x|y)-(y|x)].$$

The bracket vanishes by symmetry, so $(\bar f|f)$ is real and equals $D(f)=(x|x)+(y|y)\ge 0$.

Now put $z=(f|g)$ and, for real $t$, take the trial density $h=t\bar z f+\bar g$. Its conjugate is $\bar h=tz\bar f+g$, so

$$\begin{aligned}
0\le(\bar h|h)&=t^2|z|^2(\bar f|f)+tz(\bar f|\bar g)+t\bar z(g|f)+(g|\bar g)\\
&=|z|^2D(f)\,t^2+2|z|^2\,t+D(g),
\end{aligned}$$

because $(\bar f|\bar g)=\bar z$ and $(g|f)=z$. An expression of this form that is nonnegative for every real $t$ has a nonpositive discriminant, even when its leading coefficient is zero. Hence

$$4|z|^4-4|z|^2D(f)D(g)\le 0 .$$

If $z\ne0$, divide by $4|z|^2$. If $z=0$, the bound holds because $D(f)D(g)\ge0$.

### A null diagonal integral breaks the unconjugated version

Suppose $(u|u)=0$ while $D(u)\neq0$. Then $(\bar u|\bar u)=0$ too, but $|(u|\bar u)|^2=D(u)^2>0$. The unconjugated bound therefore fails for the pair $u,\bar u$, in any admissible metric that has such a $u$.

In your example, the unconjugated bound also fails for the pair $u,v$. In the unit metric, $(u|u)=1+\mathrm i^2=0$, $(v|v)=1$ and $(u|v)=1$, so the unconjugated bound would read $1\le0$. With $D(u)=2$ and $D(v)=1$ it reads $1\le2$.

### The Lean file

```lean
import Mathlib

open ComplexConjugate

namespace ComplexOrbitalSchwarz

noncomputable section

variable {n : Type*} [Fintype n]

/-- A Coulomb metric on a finite real auxiliary basis: a real symmetric matrix whose
quadratic form is nonnegative on real densities. -/
def IsCoulombMetric (J : Matrix n n ℝ) : Prop :=
  J.IsSymm ∧ ∀ x : n → ℝ, 0 ≤ ∑ i, ∑ j, x i * J i j * x j

/-- The repulsion integral `(f|g)` of two complex pair densities, without conjugation. -/
def repulsion (J : Matrix n n ℝ) (f g : n → ℂ) : ℂ :=
  ∑ i, ∑ j, f i * ((J i j : ℝ) : ℂ) * g j

/-- The conjugated diagonal integral: the real part of `(f̄|f)`. -/
def selfRepulsion (J : Matrix n n ℝ) (f : n → ℂ) : ℝ :=
  (repulsion J (star f) f).re

/-- The repulsion integral is symmetric under exchange of the two pair densities. -/
theorem repulsion_comm {J : Matrix n n ℝ} (hJ : IsCoulombMetric J) (f g : n → ℂ) :
    repulsion J f g = repulsion J g f := by
  unfold repulsion
  rw [Finset.sum_comm]
  refine Finset.sum_congr rfl fun j _ => Finset.sum_congr rfl fun i _ => ?_
  rw [hJ.1.apply i j]
  ring

/-- Conjugating both pair densities conjugates the repulsion integral. -/
theorem repulsion_conj (J : Matrix n n ℝ) (f g : n → ℂ) :
    repulsion J (star f) (star g) = conj (repulsion J f g) := by
  simp only [repulsion, map_sum, map_mul, Complex.conj_ofReal, Pi.star_apply,
    RCLike.star_def]

/-- The repulsion integral of two superpositions expands into four integrals,
with no conjugation of the coefficients. -/
theorem repulsion_expand (J : Matrix n n ℝ) (a b : ℂ) (f g h k : n → ℂ) :
    repulsion J (a • f + g) (b • h + k) =
      a * b * repulsion J f h + a * repulsion J f k
        + b * repulsion J g h + repulsion J g k := by
  simp only [repulsion, Finset.mul_sum, ← Finset.sum_add_distrib, Pi.add_apply,
    Pi.smul_apply, smul_eq_mul]
  refine Finset.sum_congr rfl fun i _ => Finset.sum_congr rfl fun j _ => ?_
  ring

/-- The conjugated diagonal integral of a complex pair density is nonnegative. -/
theorem selfRepulsion_nonneg {J : Matrix n n ℝ} (hJ : IsCoulombMetric J) (f : n → ℂ) :
    0 ≤ selfRepulsion J f := by
  -- real and imaginary parts of the density contribute separately
  have h : selfRepulsion J f =
      (∑ i, ∑ j, (f i).re * J i j * (f j).re)
        + ∑ i, ∑ j, (f i).im * J i j * (f j).im := by
    simp only [selfRepulsion, repulsion, Complex.re_sum, ← Finset.sum_add_distrib]
    refine Finset.sum_congr rfl fun i _ => Finset.sum_congr rfl fun j _ => ?_
    simp only [Pi.star_apply, RCLike.star_def, Complex.mul_re, Complex.mul_im,
      Complex.conj_re, Complex.conj_im, Complex.ofReal_re, Complex.ofReal_im]
    ring
  rw [h]
  exact add_nonneg (hJ.2 fun i => (f i).re) (hJ.2 fun i => (f i).im)

/-- The integral `(f̄|f)` is real. -/
theorem repulsion_star_self {J : Matrix n n ℝ} (hJ : IsCoulombMetric J) (f : n → ℂ) :
    repulsion J (star f) f = ((selfRepulsion J f : ℝ) : ℂ) := by
  have h : conj (repulsion J (star f) f) = repulsion J (star f) f := by
    rw [← repulsion_conj, star_star, repulsion_comm hJ]
  exact (Complex.conj_eq_iff_re.mp h).symm

/-- Schwarz bound for complex pair densities: the squared modulus of `(f|g)` is at most
the product of the conjugated diagonal integrals of `f` and `g`. -/
theorem schwarz_bound {J : Matrix n n ℝ} (hJ : IsCoulombMetric J) (f g : n → ℂ) :
    ‖repulsion J f g‖ ^ 2 ≤ selfRepulsion J f * selfRepulsion J g := by
  rw [Complex.sq_norm]
  -- self-repulsion of the trial density `t z̄ f + ḡ`, where `z = (f|g)`
  have key : ∀ t : ℝ, 0 ≤ (Complex.normSq (repulsion J f g) * selfRepulsion J f) * (t * t)
      + (2 * Complex.normSq (repulsion J f g)) * t + selfRepulsion J g := by
    intro t
    have hpos := selfRepulsion_nonneg hJ
      (((t : ℂ) * conj (repulsion J f g)) • f + star g)
    have hs : star (((t : ℂ) * conj (repulsion J f g)) • f + star g)
        = ((t : ℂ) * repulsion J f g) • star f + g := by
      ext i
      simp only [Pi.star_apply, Pi.add_apply, Pi.smul_apply, smul_eq_mul,
        RCLike.star_def, map_add, map_mul, Complex.conj_conj, Complex.conj_ofReal]
    have hz := Complex.mul_conj (repulsion J f g)
    have he : repulsion J (((t : ℂ) * repulsion J f g) • star f + g)
        (((t : ℂ) * conj (repulsion J f g)) • f + star g)
        = (((Complex.normSq (repulsion J f g) * selfRepulsion J f) * (t * t)
          + (2 * Complex.normSq (repulsion J f g)) * t + selfRepulsion J g : ℝ) : ℂ) := by
      rw [repulsion_expand, repulsion_conj, repulsion_comm hJ g f,
        repulsion_comm hJ g (star g), repulsion_star_self hJ f, repulsion_star_self hJ g]
      push_cast
      linear_combination ((t : ℂ) ^ 2 * (selfRepulsion J f : ℂ) + 2 * (t : ℂ)) * hz
    unfold selfRepulsion at hpos
    rw [hs, he, Complex.ofReal_re] at hpos
    exact hpos
  -- a nonnegative quadratic has nonpositive discriminant
  have hd := discrim_le_zero key
  unfold discrim at hd
  rcases (Complex.normSq_nonneg (repulsion J f g)).eq_or_lt with h0 | h0
  · rw [← h0]
    exact mul_nonneg (selfRepulsion_nonneg hJ f) (selfRepulsion_nonneg hJ g)
  · refine le_of_mul_le_mul_left ?_ h0
    nlinarith [hd]

/-- Screening form of the bound: the modulus of `(f|g)` is at most the product of the
square roots of the conjugated diagonal integrals. -/
theorem screening_bound {J : Matrix n n ℝ} (hJ : IsCoulombMetric J) (f g : n → ℂ) :
    ‖repulsion J f g‖ ≤ √(selfRepulsion J f) * √(selfRepulsion J g) := by
  rw [← Real.sqrt_mul (selfRepulsion_nonneg hJ f)]
  exact (le_abs_self _).trans (Real.abs_le_sqrt (schwarz_bound hJ f g))

/-- If `(u|u)` vanishes but the conjugated diagonal integral of `u` does not, then the
Schwarz bound with unconjugated diagonal integrals fails for the pair `u`, `ū`. -/
theorem unconjugated_bound_fails {J : Matrix n n ℝ} (hJ : IsCoulombMetric J) (u : n → ℂ)
    (hu : repulsion J u u = 0) (hD : selfRepulsion J u ≠ 0) :
    ‖repulsion J u u‖ * ‖repulsion J (star u) (star u)‖
      < ‖repulsion J u (star u)‖ ^ 2 := by
  rw [hu, norm_zero, zero_mul, repulsion_comm hJ u (star u), repulsion_star_self hJ u]
  have h : ((selfRepulsion J u : ℝ) : ℂ) ≠ 0 := by exact_mod_cast hD
  exact pow_pos (norm_pos_iff.mpr h) 2

/-- The unit matrix on two auxiliary functions is a Coulomb metric. -/
theorem unitMetric_witness : IsCoulombMetric (1 : Matrix (Fin 2) (Fin 2) ℝ) := by
  refine ⟨Matrix.isSymm_one, fun x => ?_⟩
  have h : ∑ i, ∑ j, x i * (1 : Matrix (Fin 2) (Fin 2) ℝ) i j * x j
      = x 0 ^ 2 + x 1 ^ 2 := by
    simp [Fin.sum_univ_two, Matrix.one_apply]
    ring
  rw [h]
  positivity

/-- The complex pair density `u = (1, i)`. -/
def densityU : Fin 2 → ℂ := ![1, Complex.I]

/-- The real pair density `v = (1, 0)`. -/
def densityV : Fin 2 → ℂ := ![1, 0]

/-- In the unit metric `(u|u) = 0`, `(v|v) = 1` and `(u|v) = 1`, while the conjugated
diagonal integrals of `u` and `v` are 2 and 1. -/
theorem counterexample :
    repulsion 1 densityU densityU = 0 ∧ repulsion 1 densityV densityV = 1 ∧
    repulsion 1 densityU densityV = 1 ∧
    selfRepulsion 1 densityU = 2 ∧ selfRepulsion 1 densityV = 1 := by
  refine ⟨?_, ?_, ?_, ?_, ?_⟩ <;>
    norm_num [selfRepulsion, repulsion, densityU, densityV, Fin.sum_univ_two,
      Matrix.one_apply]

end

end ComplexOrbitalSchwarz
```

```lean
#print axioms ComplexOrbitalSchwarz.schwarz_bound
#print axioms ComplexOrbitalSchwarz.screening_bound
#print axioms ComplexOrbitalSchwarz.unconjugated_bound_fails
#print axioms ComplexOrbitalSchwarz.counterexample
```

```
'ComplexOrbitalSchwarz.schwarz_bound' depends on axioms: [propext, Classical.choice, Quot.sound]
'ComplexOrbitalSchwarz.screening_bound' depends on axioms: [propext, Classical.choice, Quot.sound]
'ComplexOrbitalSchwarz.unconjugated_bound_fails' depends on axioms: [propext, Classical.choice, Quot.sound]
'ComplexOrbitalSchwarz.counterexample' depends on axioms: [propext, Classical.choice, Quot.sound]
```

### What the Lean statements say

The finite type `n` labels the auxiliary functions, and a pair density is a function `n → ℂ`. `IsCoulombMetric J` contains the two assumptions on $J$: symmetry and nonnegativity on real densities. It allows zero modes, so linearly dependent auxiliary functions are covered. `repulsion J f g` is $(f|g)$, `star f` is $\bar f$, and `selfRepulsion J f` is $D(f)$.

`schwarz_bound` is the squared inequality for every such $J$ and all $f,g$. `screening_bound` is its square-root form, $|(f|g)|\le\sqrt{D(f)}\sqrt{D(g)}$. `unconjugated_bound_fails` is the general failure for $u,\bar u$, and `counterexample` records the five values for $u$ and $v$, where the matrix `1` is the unit metric. `unitMetric_witness` shows that this metric is admissible.

The matrix $J$ is given, not computed from Gaussians and the kernel $1/r_{12}$; its positivity is assumed. Densities in continuous space, and the error of expanding them in an auxiliary basis, are not treated.

### How the proof follows the derivation

- `repulsion_comm` and `repulsion_conj` are the exchange and conjugation rules. `repulsion_expand` multiplies out two superpositions.
- `selfRepulsion_nonneg` performs the split into real and imaginary parts and applies positivity to each.
- `repulsion_star_self` shows that $(\bar f|f)$ equals its own conjugate, so taking the real part in the definition of $D$ loses nothing.
- In `schwarz_bound`, `key` is the quadratic inequality. There `hs` computes $\bar h$ and `he` expands $(\bar h|h)$, with `linear_combination` inserting $z\bar z=|z|^2$. `discrim_le_zero` supplies the discriminant condition, and the final case split separates $z=0$ from $|z|^2>0$, where the common factor is cancelled.
- `screening_bound` takes square roots. `unconjugated_bound_fails` rewrites the left side to zero and the right side to the square of a nonzero modulus. `counterexample` evaluates the two-term sums.

### Symmetry of $J$ alone is not enough

Take $J=\operatorname{diag}(1,-1)$, which is symmetric but not positive, with $f=(1,1)$ and $g=(1,-1)$. Then $D(f)=D(g)=0$, but $(f|g)=1+1=2$. The bound fails even for real densities.

### The diagonal integral in a screening code

For complex orbitals $\chi_\mu$, let $(\mu\nu|\lambda\sigma)$ be the repulsion integral between the pair densities $\chi_\mu^*\chi_\nu$ and $\chi_\lambda^*\chi_\sigma$. Conjugating $\chi_\mu^*\chi_\nu$ swaps its indices, so the screening factor is

$$Q_{\mu\nu}=\sqrt{(\nu\mu|\mu\nu)},$$

not $\sqrt{|(\mu\nu|\mu\nu)|}$. A code may skip an integral when $Q_{\mu\nu}Q_{\lambda\sigma}$ is below a threshold $\tau$; for pair densities expanded in a finite auxiliary basis with an admissible metric, the theorem then guarantees that the skipped integral is smaller than $\tau$ in modulus. With the unconjugated factor, the pair $u,v$ above would be assigned the estimate $0$, and an integral of size $1$ would be discarded.
